# In the closed-shell Hartree–Fock energy, a frozen core folds exactly into a constant and a one-body matrix

The electrons are described here by a per-spin density matrix D, the same for both spins. In the theorems it may be any real square matrix. The two-electron integrals enter through a finite list of real matrices Lₐ, with

(pq|rs) = Σₐ Lₐ[p,q] Lₐ[r,s].

For real basis functions and the Coulomb interaction, a Cholesky decomposition supplies such factors. If the list is truncated, everything below holds for the integrals that the truncated list defines.

A closed-shell determinant of real orthonormal orbitals has D = Σᵢ cᵢ cᵢᵀ, where the columns cᵢ hold the coefficients of the doubly occupied orbitals. In a basis with overlap matrix W, such a D is symmetric and satisfies DWD = D, and tr(DW) is half the electron number. None of this is imposed, because the energy identity is algebraic and holds for every real matrix. The overlap matrix does not enter the identity either, so the basis may be non-orthogonal.

In the code, `n` labels the basis functions, `m` the valence orbitals and `ι` the factors Lₐ. All three are arbitrary finite types.

```lean
import Mathlib

open Matrix

namespace FrozenCoreDownfolding

noncomputable section

variable {n m ι : Type*} [Fintype n] [Fintype m] [Fintype ι]
```

## The energy and the Fock matrix

Let h be the one-body matrix, containing the kinetic energy and the attraction to the nuclei. The closed-shell Hartree–Fock energy, called the mean-field energy below, is

E[h,L](D) = 2 tr(hD) + Σₐ ( 2 tr(LₐD)² − tr(LₐDLₐD) ).

For D = Σᵢ cᵢ cᵢᵀ and symmetric Lₐ, the first two-electron term is 2 Σᵢⱼ (ii|jj) and the second, with its sign, is −Σᵢⱼ (ij|ij), with i and j running over the occupied orbitals. These are the usual Coulomb and exchange energies. The factors of 2 belong to the per-spin convention: a code that stores the spin-summed density 2D has different prefactors. Nuclear repulsion is a constant and is left out.

```lean
/-- Closed-shell mean-field energy of the density matrix `D` (per spin), with one-body
matrix `h` and two-electron integrals factorised as `(pq|rs) = ∑ a, L a p q * L a r s`. -/
def energy (h : Matrix n n ℝ) (L : ι → Matrix n n ℝ) (D : Matrix n n ℝ) : ℝ :=
  2 * trace (h * D) + ∑ a, (2 * trace (L a * D) ^ 2 - trace (L a * D * L a * D))
```

A density C generates a Coulomb potential and an exchange potential. Added to h, they give the Fock matrix

F[h,L](C) = h + Σₐ ( 2 tr(LₐC) Lₐ − LₐCLₐ ).

The number 2 tr(LₐC) multiplies the matrix Lₐ, which Lean writes with the scalar action `•`. When C is the density of the core, F[h,L](C) is the h' that will replace h in the valence problem.

```lean
/-- Fock matrix of the density matrix `C`: the one-body matrix plus the Coulomb and
exchange potentials generated by `C`. -/
def fock (h : Matrix n n ℝ) (L : ι → Matrix n n ℝ) (C : Matrix n n ℝ) : Matrix n n ℝ :=
  h + ∑ a, ((2 * trace (L a * C)) • L a - L a * C * L a)
```

## Moving the orbitals from the density to the operator

Let the columns of U hold the valence orbitals in the basis `n`, meaning all orbitals open to the valence electrons, occupied or empty. Let d be a density matrix in the valence labels `m`. In the full basis this valence density is U d Uᵀ. For any operator matrix A, cyclicity of the trace gives

tr(UᵀAU d) = tr(A U d Uᵀ).

The left side is an expectation value in the small space, and the right side is the same value in the large one.

```lean
/-- The expectation value of an operator projected on the orbitals `U`, taken with the
density `d`, is that of the full operator taken with the density `U d Uᵀ`. -/
theorem trace_project (U : Matrix n m ℝ) (d : Matrix m m ℝ) (A : Matrix n n ℝ) :
    trace (Uᵀ * A * U * d) = trace (A * (U * d * Uᵀ)) := by
  rw [Matrix.mul_assoc, Matrix.mul_assoc, trace_mul_comm]
  simp only [Matrix.mul_assoc]
```

The proof brackets the product as Uᵀ times the rest, and `trace_mul_comm` carries Uᵀ to the far end. Orthonormal columns are not required.

## Adding a density to the core

Take a core density C and add any matrix X. The one-body term is linear, so it contributes 2 tr(hC) + 2 tr(hX). For each factor, the Coulomb term expands as

2 tr(Lₐ(C+X))² = 2 tr(LₐC)² + 4 tr(LₐC) tr(LₐX) + 2 tr(LₐX)²,

and the exchange trace expands as

tr(Lₐ(C+X)Lₐ(C+X)) = tr(LₐCLₐC) + tr(LₐCLₐX) + tr(LₐXLₐC) + tr(LₐXLₐX).

The two mixed exchange traces are equal by cyclicity. The mixed part for each factor is therefore

4 tr(LₐC) tr(LₐX) − 2 tr(LₐCLₐX) = 2 tr( (2 tr(LₐC) Lₐ − LₐCLₐ) X ).

Summed over a and added to 2 tr(hX), this is 2 tr(F[h,L](C) X). The terms containing only C form E[h,L](C), and the terms quadratic in X are the two-electron energy of X. Hence

E[h,L](C + X) = E[h,L](C) + E[F[h,L](C), L](X).

The core–valence interaction is counted once and in full, inside the new one-body matrix.

```lean
/-- Adding a density `X` to a core density `C` costs the energy of `X` alone, computed
with the Fock matrix of the core in place of the bare one-body matrix. -/
theorem energy_add (h : Matrix n n ℝ) (L : ι → Matrix n n ℝ) (C X : Matrix n n ℝ) :
    energy h L (C + X) = energy h L C + energy (fock h L C) L X := by
  have hF : trace (fock h L C * X) = trace (h * X) +
      ∑ a, (2 * trace (L a * C) * trace (L a * X) - trace (L a * C * L a * X)) := by
    simp only [fock, Matrix.add_mul, Matrix.sum_mul, Matrix.sub_mul, Matrix.smul_mul,
      trace_add, trace_sum, trace_sub, trace_smul, smul_eq_mul]
  have hq : ∀ a, 2 * trace (L a * (C + X)) ^ 2 - trace (L a * (C + X) * L a * (C + X)) =
      (2 * trace (L a * C) ^ 2 - trace (L a * C * L a * C)) +
      2 * (2 * trace (L a * C) * trace (L a * X) - trace (L a * C * L a * X)) +
      (2 * trace (L a * X) ^ 2 - trace (L a * X * L a * X)) := by
    intro a
    -- the two core-valence exchange terms agree by cyclicity of the trace
    have hc : trace (L a * X * L a * C) = trace (L a * C * L a * X) := by
      rw [Matrix.mul_assoc (L a * X), trace_mul_comm, ← Matrix.mul_assoc]
    simp only [Matrix.mul_add, Matrix.add_mul, trace_add]
    linear_combination (-1 : ℝ) * hc
  simp only [energy, hq]
  rw [hF, Matrix.mul_add, trace_add, Finset.sum_add_distrib, Finset.sum_add_distrib,
    ← Finset.mul_sum]
  ring
```

In the proof, `hF` expands tr(F[h,L](C) X), and `hq` is the expansion for a single factor. Inside `hq`, the equation `hc` states that the mixed exchange traces agree, and `linear_combination` uses it to merge them. The remaining lines split the sum over a into its three parts and collect terms.

## The valence energy in the valence basis

Now let X = U d Uᵀ. The linear traces move to the small space by the trace identity above. For the exchange term, apply that identity to the operator A U d Uᵀ A:

tr( (UᵀAU) d (UᵀAU) d ) = tr( A (U d Uᵀ) A (U d Uᵀ) ).

Setting A = Lₐ and summing gives

E[h,L](U d Uᵀ) = E[UᵀhU, UᵀLU](d),

where UᵀLU stands for the list of projected factors UᵀLₐU.

```lean
/-- The energy of a density `U d Uᵀ` built from the orbitals `U` is the energy of `d`
with all integrals projected on these orbitals. -/
theorem energy_project (h : Matrix n n ℝ) (L : ι → Matrix n n ℝ) (U : Matrix n m ℝ)
    (d : Matrix m m ℝ) :
    energy h L (U * d * Uᵀ) = energy (Uᵀ * h * U) (fun a => Uᵀ * L a * U) d := by
  have hq : ∀ A : Matrix n n ℝ, trace (Uᵀ * A * U * d * (Uᵀ * A * U) * d) =
      trace (A * (U * d * Uᵀ) * A * (U * d * Uᵀ)) := by
    intro A
    have key := trace_project U d (A * (U * d * Uᵀ) * A)
    simpa only [Matrix.mul_assoc] using key
  simp only [energy, trace_project, hq]
```

Here `key` is that application of `trace_project`, and `simpa` only has to reconcile the bracketing.

## The downfolding identity

The last two results combine. First the core is absorbed into the one-body matrix, then the valence energy is projected:

E[h,L](C + U d Uᵀ) = E[h,L](C) + E[Uᵀh'U, UᵀLU](d), with h' = F[h,L](C).

In words, the full energy with a fixed core equals a number that depends on the core alone, plus an energy of the same functional form whose matrices have only as many rows as there are valence orbitals.

```lean
/-- **Frozen-core downfolding.** The energy of core plus valence is the core energy plus
the energy of the valence density `d` in a problem on the valence orbitals `U` alone, whose
one-body matrix is the projected Fock matrix of the core. -/
theorem frozen_core_downfolding (h : Matrix n n ℝ) (L : ι → Matrix n n ℝ)
    (C : Matrix n n ℝ) (U : Matrix n m ℝ) (d : Matrix m m ℝ) :
    energy h L (C + U * d * Uᵀ) =
      energy h L C + energy (Uᵀ * fock h L C * U) (fun a => Uᵀ * L a * U) d := by
  rw [energy_add, energy_project]
```

The smallest case shows what the terms mean. Let there be one valence orbital with coefficient column u, so that U = u and d = 1. The identity becomes

E[h,L](C + uuᵀ) = E[h,L](C) + 2 uᵀh'u + (uu|uu).

For a normalised orbital orthogonal to the core, this has a direct reading: two electrons enter the orbital, each feels the core through h', and they repel each other once.

The identity concerns the Hartree–Fock energy with a core that does not respond to the valence electrons. Kohn–Sham energies are not covered, because their exchange-correlation part is in general not quadratic in the density. How good it is to freeze the core in a given molecule is a physical question that the algebra leaves open.

## The same minimisers

The core energy does not depend on d. For any set S of valence densities and any d₀,

E[h,L](C + U d₀ Uᵀ) ≤ E[h,L](C + U d Uᵀ) for all d in S

holds exactly when the corresponding inequality holds for the downfolded energy. In an application, S would contain the symmetric idempotent matrices with the right trace, for orthonormal valence orbitals that are also orthogonal to the core. The theorem accepts any S and does not say that a minimiser exists. Lean's `IsMinOn` compares d₀ with the members of S without requiring d₀ to belong to S, so membership is a separate condition.

```lean
/-- For any set `S` of valence densities and any `d₀`, in `S` or not, the full energy with frozen
core at `d₀` is at most its value at every member of `S` exactly when the same holds for the
downfolded valence energy. -/
theorem isMinOn_downfolded_iff (h : Matrix n n ℝ) (L : ι → Matrix n n ℝ)
    (C : Matrix n n ℝ) (U : Matrix n m ℝ) (S : Set (Matrix m m ℝ)) (d₀ : Matrix m m ℝ) :
    IsMinOn (fun d => energy h L (C + U * d * Uᵀ)) S d₀ ↔
      IsMinOn (energy (Uᵀ * fock h L C * U) (fun a => Uᵀ * L a * U)) S d₀ := by
  simp only [isMinOn_iff, frozen_core_downfolding, add_le_add_iff_left]
```

The proof rewrites the full energy by the downfolding identity and cancels the common constant from both sides of the inequality.

## What a program computes

A frozen-core program that works with factorised integrals can follow the identity almost line by line. From the core orbitals the program forms C, builds the Coulomb and exchange matrices, and obtains h'. The core energy then needs no further two-electron work, since

E[h,L](C) = tr(hC) + tr(h'C).

The program transforms h' to Uᵀh'U and each factor to UᵀLₐU, and passes these matrices to the valence solver. The constant handed over with them is the core energy plus the nuclear repulsion.

Orbital-space quantum Monte Carlo with Cholesky-factorised integrals can take its input in this form, and the identity here fixes the mean-field energy of that input for a closed-shell density and a frozen core. For correlated valence states, the corresponding statement is about Hamiltonian operators and needs valence orbitals orthogonal to the core.

The identity also offers a numerical check of an implementation. Fill h, Lₐ, C, U and d with random numbers and evaluate both sides: they must agree to rounding error. An exchange prefactor that is wrong in the energy alone or in the Fock matrix alone will generally show up at once. The same wrong prefactor in both goes unnoticed, because the identity then still holds. If the code exploits symmetry of its matrices, the random h, Lₐ, C and d should be symmetrised first.

## Symmetry of the core Fock matrix

The energy identity needs no symmetry, but an eigenvalue solver for symmetric matrices does. If h, every Lₐ and C are symmetric, then

(LₐCLₐ)ᵀ = LₐᵀCᵀLₐᵀ = LₐCLₐ,

and every other term of h' is a symmetric matrix times a number. So h' is symmetric.

```lean
/-- For symmetric one-body matrix, integral factors and core density, the Fock matrix of
the core is symmetric. -/
theorem fock_isSymm {h : Matrix n n ℝ} {L : ι → Matrix n n ℝ} {C : Matrix n n ℝ}
    (hh : h.IsSymm) (hL : ∀ a, (L a).IsSymm) (hC : C.IsSymm) : (fock h L C).IsSymm := by
  have hL' : ∀ a, (L a)ᵀ = L a := fun a => (hL a).eq
  unfold Matrix.IsSymm
  simp only [fock, transpose_add, transpose_sum, transpose_sub, transpose_smul,
    transpose_mul, hh.eq, hL', hC.eq, Matrix.mul_assoc]
```

The hypotheses `hh`, `hL` and `hC` are the three symmetry assumptions, and the simplifier carries the transpose through the sum and the products.

## The Fock matrix as a derivative

Replace X by tX, with t a real number. The expansion about C becomes

E[h,L](C + tX) = E[h,L](C) + 2t tr(F[h,L](C) X) + t² b,

b = Σₐ ( 2 tr(LₐX)² − tr(LₐXLₐX) ).

The derivative at t = 0 is therefore 2 tr(F[h,L](C) X). This identifies the matrix that dresses the valence electrons with the one that gives the first-order response of the energy at the core density. The direction X is any real matrix, so C + tX need not remain the density of a determinant.

```lean
/-- The energy changes along a direction `X` away from the density `C` at the initial rate
`2 tr(F X)`, where `F` is the Fock matrix of `C`. -/
theorem hasDerivAt_energy (h : Matrix n n ℝ) (L : ι → Matrix n n ℝ) (C X : Matrix n n ℝ) :
    HasDerivAt (fun t : ℝ => energy h L (C + t • X)) (2 * trace (fock h L C * X)) 0 := by
  -- the energy is a quadratic polynomial in the step t
  obtain ⟨b, hb⟩ : ∃ b : ℝ, ∀ t : ℝ, energy (fock h L C) L (t • X) =
      t * (2 * trace (fock h L C * X)) + t ^ 2 * b := by
    refine ⟨∑ a, (2 * trace (L a * X) ^ 2 - trace (L a * X * L a * X)), fun t => ?_⟩
    simp only [energy, Matrix.mul_smul, Matrix.smul_mul, trace_smul, smul_eq_mul,
      Finset.mul_sum]
    congr 1
    · ring
    · exact Finset.sum_congr rfl fun a _ => by ring
  simp only [energy_add, hb]
  have h1 := ((hasDerivAt_id' (0 : ℝ)).mul_const (2 * trace (fock h L C * X))).fun_add
    ((hasDerivAt_pow 2 (0 : ℝ)).mul_const b)
  exact (h1.const_add (energy h L C)).congr_deriv (by simp)
```

The proof first obtains the number b and the quadratic polynomial in t. It then differentiates the linear and quadratic terms separately, and the quadratic one contributes nothing at t = 0.

## The Fock matrix of the valence problem

A self-consistent calculation in the valence space builds its own Fock matrix from d. The potentials are linear in the density, so those of core and valence add:

F[h,L](C + X) = F[h', L](X), with h' = F[h,L](C).

For X = U d Uᵀ, projection turns the Coulomb coefficient into 2 tr(UᵀLₐU d) = 2 tr(Lₐ U d Uᵀ), and the exchange term into

(UᵀLₐU) d (UᵀLₐU) = Uᵀ Lₐ (U d Uᵀ) Lₐ U.

Together these give

F[Uᵀh'U, UᵀLU](d) = Uᵀ F[h,L](C + U d Uᵀ) U.

At every iteration, the small calculation thus sees the valence block of the Fock matrix that the full calculation would build at the same total density.

```lean
/-- The Fock matrix of the downfolded valence problem at `d` is the Fock matrix of the full
problem at the total density `C + U d Uᵀ`, projected on the valence orbitals. -/
theorem fock_downfolded (h : Matrix n n ℝ) (L : ι → Matrix n n ℝ)
    (C : Matrix n n ℝ) (U : Matrix n m ℝ) (d : Matrix m m ℝ) :
    fock (Uᵀ * fock h L C * U) (fun a => Uᵀ * L a * U) d =
      Uᵀ * fock h L (C + U * d * Uᵀ) * U := by
  -- the potentials of core and valence add up
  have hadd : ∀ X : Matrix n n ℝ, fock h L (C + X) = fock (fock h L C) L X := by
    intro X
    unfold fock
    rw [add_assoc, ← Finset.sum_add_distrib]
    congr 1
    refine Finset.sum_congr rfl fun a _ => ?_
    simp only [Matrix.mul_add, Matrix.add_mul, trace_add]
    module
  rw [hadd]
  generalize fock h L C = F
  -- projection commutes with building the potential
  simp only [fock, trace_project]
  simp only [Matrix.mul_add, Matrix.add_mul, Matrix.mul_sum, Matrix.sum_mul,
    Matrix.mul_sub, Matrix.sub_mul, Matrix.mul_smul, Matrix.smul_mul, Matrix.mul_assoc]

end

end FrozenCoreDownfolding
```

The auxiliary statement `hadd` is the additivity of the potentials. After it has been used, the core Fock matrix is replaced by an arbitrary matrix `F`, because the projection step does not depend on how that matrix arose. The Coulomb coefficients then match by `trace_project`, and the exchange terms match by associativity.

```lean
#print axioms FrozenCoreDownfolding.frozen_core_downfolding
-- 'FrozenCoreDownfolding.frozen_core_downfolding' depends on axioms: [propext, Classical.choice, Quot.sound]
#print axioms FrozenCoreDownfolding.isMinOn_downfolded_iff
-- 'FrozenCoreDownfolding.isMinOn_downfolded_iff' depends on axioms: [propext, Classical.choice, Quot.sound]
#print axioms FrozenCoreDownfolding.hasDerivAt_energy
-- 'FrozenCoreDownfolding.hasDerivAt_energy' depends on axioms: [propext, Classical.choice, Quot.sound]
#print axioms FrozenCoreDownfolding.fock_downfolded
-- 'FrozenCoreDownfolding.fock_downfolded' depends on axioms: [propext, Classical.choice, Quot.sound]
```
